# Each eigenvalue of a finite transition matrix lies in a disc centred on a staying probability, with the leaving probability as radius

A system with finitely many states moves at each step with probabilities `P i j`, which are nonnegative and sum to one along each row. The declaration `eigenvalue_mem_disc` states that if a complex number μ is an eigenvalue of this matrix, with a nonzero right eigenvector that need not be normalised, then some state i satisfies |μ − Pᵢᵢ| ≤ 1 − Pᵢᵢ. Here Pᵢᵢ is the probability of staying in state i for one step, and 1 − Pᵢᵢ that of leaving it. The attempt picks the state where the eigenvector is largest in modulus, moves the diagonal term of the eigenvalue equation to the other side, bounds the remaining sum, and cancels the positive modulus of that largest component.

The first attempt, which Lean rejects:

```lean
import Mathlib

open Matrix

namespace EigenvalueMemDisc

variable {n : Type*} [Fintype n]

/-- A matrix of transition probabilities: the entries are nonnegative and each row sums
to one. -/
structure IsRowStochastic (P : Matrix n n ℝ) : Prop where
  nonneg : ∀ i j, 0 ≤ P i j
  row_sum : ∀ i, ∑ j, P i j = 1

/-- The nonzero complex vector `v` is a right eigenvector of the real matrix `P` with the
complex eigenvalue `μ`. -/
def IsEigenpair (P : Matrix n n ℝ) (μ : ℂ) (v : n → ℂ) : Prop :=
  v ≠ 0 ∧ (P.map (fun x : ℝ => (x : ℂ))) *ᵥ v = μ • v

/-- The eigenvalue equation written out in components. -/
theorem IsEigenpair.component {P : Matrix n n ℝ} {μ : ℂ} {v : n → ℂ}
    (h : IsEigenpair P μ v) (i : n) : ∑ j, (P i j : ℂ) * v j = μ * v i := by
  simpa [Matrix.mulVec, dotProduct] using congrFun h.2 i

/-- Each eigenvalue of a row-stochastic matrix lies, for some state `i`, in the disc with
centre `P i i` and radius `1 - P i i`. -/
theorem eigenvalue_mem_disc {P : Matrix n n ℝ} (hP : IsRowStochastic P) {μ : ℂ}
    {v : n → ℂ} (h : IsEigenpair P μ v) :
    ∃ i, ‖μ - (P i i : ℂ)‖ ≤ 1 - P i i := by
  classical
  obtain ⟨k, hk⟩ := Function.ne_iff.mp h.1
  haveI : Nonempty n := ⟨k⟩
  -- the state where the eigenvector is largest in modulus
  obtain ⟨i, hi⟩ := Finite.exists_max (fun j => ‖v j‖)
  have hpos : 0 < ‖v i‖ := lt_of_lt_of_le (norm_pos_iff.mpr hk) (hi k)
  refine ⟨i, ?_⟩
  -- move the diagonal term to the other side
  have hsplit := Finset.add_sum_erase Finset.univ (fun j => (P i j : ℂ) * v j)
    (Finset.mem_univ i)
  have hoff : (μ - (P i i : ℂ)) * v i
      = ∑ j ∈ Finset.univ.erase i, (P i j : ℂ) * v j := by
    have hc := h.component i
    linear_combination hsplit.symm.trans hc |>.symm
  have hrow : ∑ j ∈ Finset.univ.erase i, P i j = 1 - P i i := by
    have h1 := Finset.add_sum_erase Finset.univ (fun j => P i j) (Finset.mem_univ i)
    have h2 := hP.row_sum i
    simp only at h1
    linarith
  have hbound : ‖μ - (P i i : ℂ)‖ * ‖v i‖ ≤ (1 - P i i) * ‖v i‖ := by
    rw [← norm_mul, hoff, ← hrow, Finset.sum_mul]
    refine norm_sum_le_of_le _ fun j _ => ?_
    rw [norm_mul, Complex.norm_real, Real.norm_of_nonneg (hP.nonneg i j)]
    exact mul_le_mul_of_nonneg_left (hi j) (hP.nonneg i j)
  exact le_of_mul_le_mul_right hbound hpos

end EigenvalueMemDisc
```

The compiler's answer:

```
Main.lean:32:2: warning: Try this: 
  haveI̵

The goal is a proposition, so `have` is preferred over `haveI`.
The difference between `have` and `haveI` is that `haveI` inlines the value.
But this is not relevant for proofs because of proof irrelevance.

Note: This linter can be disabled with `set_option linter.style.haveILetI false`
Main.lean:43:41: error: Application type mismatch: The argument
  hc
has type
  ∑ j, ↑(P i j) * v j = μ * v i
but is expected to have type
  ↑(P i i) * v i + ∑ x ∈ Finset.univ.erase i, ↑(P i x) * v x = ?m.139
in the application
  Eq.trans (Eq.symm hsplit) hc
Main.lean:47:4: error: `simp` made no progress

Note: The target expression is not type-correct under the `implicit` transparency level, which may have triggered the failure. This is usually caused by unfolding of semireducible definitions in prior tactic steps. Use `set_option linter.tacticCheckInstances true` to investigate the source of the issue.
Full error:
  function expected
    P i
```

Cause. The first error is a chain of equalities joined at the wrong end. `hsplit` says that the diagonal term plus the remaining sum equals the full sum. Reversed by `.symm`, it ends at the split form, while `hc` starts from the full sum, so `trans` cannot join them. The repair gives `linear_combination` the coefficients directly: in `-hsplit - hc` the full sum cancels, leaving exactly the difference between the two sides of the goal.

The second error says that `simp only at h1` changed nothing. With no lemmas supplied, it could at most tidy the form of `h1`, whose function was already applied to its arguments, as the first error shows for `hsplit`, obtained from the same lemma. So there was nothing left to simplify. Lean's note about `P i` is not needed to explain this: it arises because `Matrix n n ℝ` is a definition standing for a function type, and the check described in the note does not unfold it. Deleting the line removes the error, and `linarith` uses `h1` as it stands.

Changing `haveI` to `have` only answers a style warning and is mere tidying.

After these edits no error is left:

```diff
@@ -30,5 +30,5 @@
   classical
   obtain ⟨k, hk⟩ := Function.ne_iff.mp h.1
-  haveI : Nonempty n := ⟨k⟩
+  have : Nonempty n := ⟨k⟩
   -- the state where the eigenvector is largest in modulus
   obtain ⟨i, hi⟩ := Finite.exists_max (fun j => ‖v j‖)
@@ -41,9 +41,9 @@
       = ∑ j ∈ Finset.univ.erase i, (P i j : ℂ) * v j := by
     have hc := h.component i
-    linear_combination hsplit.symm.trans hc |>.symm
+    linear_combination -hsplit - hc
   have hrow : ∑ j ∈ Finset.univ.erase i, P i j = 1 - P i i := by
     have h1 := Finset.add_sum_erase Finset.univ (fun j => P i j) (Finset.mem_univ i)
     have h2 := hP.row_sum i
-    simp only at h1
+
     linarith
   have hbound : ‖μ - (P i i : ℂ)‖ * ‖v i‖ ≤ (1 - P i i) * ‖v i‖ := by
```
